# Displaced oscillators and the double-well condition in a two-state, one-mode vibronic model

## Oscillator, coupling and rotation

Let p and Q be the momentum and mass-weighted coordinate of one vibrational mode, taken from a real algebra `A` with unit 1. For example, both act on the Schwartz functions of one real variable, and the linear operators on that space form such an algebra. Neither a commutation relation nor self-adjointness is assumed.

```lean
import Mathlib

open Matrix

namespace VibronicHoleLocalization

noncomputable section

variable {A : Type*} [Ring A] [Algebra ℝ A]
```

An oscillator of frequency w centred at the real number c is

h(c) = (p² + w²(Q − c)²)/2.

In Lean, `•` multiplies an algebra element by a real number, so `c • (1 : A)` is the constant c.

```lean
/-- Harmonic oscillator of frequency `w` centred at `c`, with momentum `p` and coordinate `Q`
taken from a real algebra. -/
def oscillator (w c : ℝ) (p Q : A) : A :=
  (1 / 2 : ℝ) • (p * p + w ^ 2 • ((Q - c • (1 : A)) * (Q - c • (1 : A))))
```

Consider a core hole shared by two equivalent atoms. The two basis states are the delocalised hole states, split by D, and an antisymmetric vibration mixes them with linear coupling constant l:

H = [[h(0) + D/2, lQ], [lQ, h(0) − D/2]].

Both states have the same frequency, and no other modes or electronic states enter.

```lean
/-- Two-state vibronic Hamiltonian: a common oscillator, electronic splitting `D`, and
linear coupling `l Q` between the two states. -/
def vibronic (w l D : ℝ) (p Q : A) : Matrix (Fin 2) (Fin 2) A :=
  !![oscillator w 0 p Q + (D / 2) • (1 : A), l • Q;
     l • Q, oscillator w 0 p Q - (D / 2) • (1 : A)]
```

The normalised sum and difference of the delocalised states describe a hole on one atom or the other. The change of basis is

U = (1/√2) [[1, 1], [1, −1]].

```lean
/-- The Hadamard rotation, which takes the two states to their normalised sum and difference. -/
def hadamard (A : Type*) [Ring A] [Algebra ℝ A] : Matrix (Fin 2) (Fin 2) A :=
  (√2 : ℝ)⁻¹ • !![(1 : A), 1; 1, -1]
```

For the adiabatic problem, set p = 0 and replace Q by a real number q. With the half-gap

s(q) = √(D²/4 + l²q²),

the lower curve is

V(q) = w²q²/2 − s(q).

```lean
/-- Lower adiabatic potential curve of the two-state model. -/
def lowerCurve (w l D q : ℝ) : ℝ :=
  w ^ 2 / 2 * q ^ 2 - √(D ^ 2 / 4 + l ^ 2 * q ^ 2)
```

## From delocalised to localised hole states

For a, b, d in the algebra, multiplying out gives

U [[a, b], [b, d]] U = [[(a + d)/2 + b, (a − d)/2], [(a − d)/2, (a + d)/2 − b]].

The proof combines the two factors 1/√2 into 1/2 and checks the four entries; `module` handles the linear algebra with real coefficients.

```lean
/-- The Hadamard rotation exchanges the roles of coupling and splitting in a two-state matrix
with equal off-diagonal entries. -/
theorem hadamard_conj (a b d : A) :
    hadamard A * !![a, b; b, d] * hadamard A =
      !![(1 / 2 : ℝ) • (a + d) + b, (1 / 2 : ℝ) • (a - d);
         (1 / 2 : ℝ) • (a - d), (1 / 2 : ℝ) • (a + d) - b] := by
  have hc : (√2 : ℝ)⁻¹ * (√2 : ℝ)⁻¹ = 1 / 2 := by
    rw [← mul_inv, Real.mul_self_sqrt (by norm_num)]
    norm_num
  simp only [hadamard, Matrix.smul_mul, Matrix.mul_smul, smul_smul, hc]
  ext i j
  fin_cases i <;> fin_cases j <;> simp <;> module
```

Taking a = d = 1 and b = 0 gives U² = 1, so multiplying by U on both sides is a genuine change of basis.

```lean
/-- The Hadamard rotation is its own inverse. -/
theorem hadamard_mul_self : hadamard A * hadamard A = 1 := by
  have h := hadamard_conj (1 : A) 0 1
  rw [← Matrix.one_fin_two, mul_one] at h
  have e : (1 / 2 : ℝ) • ((1 : A) + 1) = 1 := by module
  rw [h, Matrix.one_fin_two, e]
  simp
```

Since c is a number, it commutes with Q, and

(Q − c)² = Q² − 2cQ + c²,

h(c) = h(0) − w²cQ + w²c²/2.

```lean
/-- Displacing an oscillator to the centre `c` adds a force term linear in the coordinate
and a constant energy. -/
theorem oscillator_displaced (w c : ℝ) (p Q : A) :
    oscillator w c p Q =
      oscillator w 0 p Q - (w ^ 2 * c) • Q + (w ^ 2 * c ^ 2 / 2) • (1 : A) := by
  have sq : ∀ c : ℝ, (Q - c • (1 : A)) * (Q - c • (1 : A)) =
      Q * Q - (2 * c) • Q + (c ^ 2) • (1 : A) := by
    intro c
    simp only [sub_mul, mul_sub, smul_mul_assoc, mul_smul_comm, one_mul, mul_one]
    module
  unfold oscillator
  rw [sq c, sq 0]
  module
```

Apply the block formula to H, with a = h(0) + D/2, d = h(0) − D/2 and b = lQ. The diagonal entries become h(0) ± lQ and the off-diagonal entries D/2. For w > 0, completing the square gives

h(0) + lQ = h(−l/w²) − l²/(2w²),

h(0) − lQ = h(l/w²) − l²/(2w²).

These are `left` and `right` in the proof; `mean` and `diff` evaluate the half-sum and half-difference. In the localised basis, the splitting D has become a hopping term D/2 between two displaced oscillators.

```lean
/-- For `w > 0` the Hadamard rotation turns the vibronic Hamiltonian into two oscillators
displaced to `-l/w²` and `l/w²`, both lowered by `l²/(2w²)` and coupled by `D/2`. -/
theorem vibronic_rotated {w : ℝ} (hw : 0 < w) (l D : ℝ) (p Q : A) :
    hadamard A * vibronic w l D p Q * hadamard A =
      !![oscillator w (-(l / w ^ 2)) p Q - (l ^ 2 / (2 * w ^ 2)) • (1 : A), (D / 2) • (1 : A);
         (D / 2) • (1 : A), oscillator w (l / w ^ 2) p Q - (l ^ 2 / (2 * w ^ 2)) • (1 : A)] := by
  have h1 : w ^ 2 * (l / w ^ 2) = l := by field_simp
  have h2 : w ^ 2 * (l / w ^ 2) ^ 2 / 2 = l ^ 2 / (2 * w ^ 2) := by field_simp
  -- completing the square in each localized state
  have left : oscillator w (-(l / w ^ 2)) p Q - (l ^ 2 / (2 * w ^ 2)) • (1 : A) =
      oscillator w 0 p Q + l • Q := by
    rw [oscillator_displaced w (-(l / w ^ 2)), mul_neg, neg_sq, h1, h2]
    module
  have right : oscillator w (l / w ^ 2) p Q - (l ^ 2 / (2 * w ^ 2)) • (1 : A) =
      oscillator w 0 p Q - l • Q := by
    rw [oscillator_displaced w (l / w ^ 2), h1, h2]
    module
  have mean : ∀ h : A,
      (1 / 2 : ℝ) • ((h + (D / 2) • (1 : A)) + (h - (D / 2) • (1 : A))) = h := by
    intro h
    module
  have diff : ∀ h : A, (1 / 2 : ℝ) • ((h + (D / 2) • (1 : A)) - (h - (D / 2) • (1 : A))) =
      (D / 2) • (1 : A) := by
    intro h
    module
  rw [vibronic, hadamard_conj, mean, diff, left, right]
```

## The lower adiabatic curve

At p = 0 and Q = q the characteristic equation is

(w²q²/2 − E)² − s(q)² = 0,

with roots w²q²/2 ± s(q). `IsLeast` says that V(q) is a root and that no root lies below it. The second part follows from |w²q²/2 − E| ≤ s(q).

```lean
/-- At a fixed real coordinate `q` and zero momentum, the lower adiabatic curve is the smallest
root of the characteristic equation of the vibronic matrix. -/
theorem lowerCurve_isLeast (w l D q : ℝ) :
    IsLeast {E : ℝ | (vibronic w l D (0 : ℝ) q - E • (1 : Matrix (Fin 2) (Fin 2) ℝ)).det = 0}
      (lowerCurve w l D q) := by
  have key : ∀ E : ℝ, (vibronic w l D (0 : ℝ) q - E • (1 : Matrix (Fin 2) (Fin 2) ℝ)).det =
      (w ^ 2 / 2 * q ^ 2 - E) ^ 2 - (D ^ 2 / 4 + l ^ 2 * q ^ 2) := by
    intro E
    simp [vibronic, oscillator, Matrix.det_fin_two]
    ring
  constructor
  · rw [Set.mem_ofPred_eq, key, lowerCurve]
    linear_combination Real.sq_sqrt (show 0 ≤ D ^ 2 / 4 + l ^ 2 * q ^ 2 by positivity)
  · intro E hE
    rw [Set.mem_ofPred_eq, key] at hE
    have h := (le_abs_self _).trans (Real.abs_le_sqrt (sub_eq_zero.1 hE).le)
    unfold lowerCurve
    linarith
```

For D > 0 the half-gap is positive everywhere, so the chain rule gives

V′(q) = w²q − l²q/s(q).

```lean
/-- Slope of the lower adiabatic curve for a positive splitting `D`. -/
theorem lowerCurve_hasDerivAt (w l : ℝ) {D : ℝ} (hD : 0 < D) (q : ℝ) :
    HasDerivAt (lowerCurve w l D)
      (w ^ 2 * q - l ^ 2 * q / √(D ^ 2 / 4 + l ^ 2 * q ^ 2)) q := by
  have hR : 0 < D ^ 2 / 4 + l ^ 2 * q ^ 2 := by positivity
  have h1 : HasDerivAt (fun x : ℝ => x ^ 2) (2 * q) q := by simpa using hasDerivAt_pow 2 q
  have h2 := ((h1.const_mul (l ^ 2)).const_add (D ^ 2 / 4)).sqrt hR.ne'
  have h3 := (h1.const_mul (w ^ 2 / 2)).fun_sub h2
  refine h3.congr_deriv ?_
  rw [show l ^ 2 * (2 * q) = 2 * (l ^ 2 * q) by ring, mul_div_mul_left _ _ two_ne_zero]
  ring
```

To locate the minima, let w and l be nonzero and substitute q² = (s² − D²/4)/l²:

V = (w²/(2l²)) (s − l²/w²)² − l²/(2w²) − w²D²/(8l²).

In Lean, `generalize` turns the root into a variable s, keeping only its defining equation.

```lean
/-- For nonzero `w` and `l` the lower curve is a positive multiple of a perfect square, in which
half the adiabatic gap enters linearly, plus a constant. -/
theorem lowerCurve_eq_square {w l : ℝ} (hw : w ≠ 0) (hl : l ≠ 0) (D q : ℝ) :
    lowerCurve w l D q =
      w ^ 2 / (2 * l ^ 2) * (√(D ^ 2 / 4 + l ^ 2 * q ^ 2) - l ^ 2 / w ^ 2) ^ 2
        - (l ^ 2 / (2 * w ^ 2) + w ^ 2 * D ^ 2 / (8 * l ^ 2)) := by
  have hs := Real.sq_sqrt (show 0 ≤ D ^ 2 / 4 + l ^ 2 * q ^ 2 by positivity)
  unfold lowerCurve
  generalize √(D ^ 2 / 4 + l ^ 2 * q ^ 2) = s at hs ⊢
  have hq : q ^ 2 = (s ^ 2 - D ^ 2 / 4) / l ^ 2 := by
    rw [eq_div_iff (pow_ne_zero 2 hl)]
    linear_combination -hs
  rw [hq]
  field_simp
  ring
```

The square vanishes when s = l²/w², that is, when

q² = l²/w⁴ − D²/(4l²).

If w, D > 0 and w²D < 2l², squaring gives w⁴D² < 4l⁴, so the right-hand side is positive.

```lean
/-- For `w, D > 0` and `2l² > w²D`, the quantity `l²/w⁴ - D²/(4l²)` is positive. -/
theorem displacement_sq_pos {w l D : ℝ} (hw : 0 < w) (hD : 0 < D)
    (h : w ^ 2 * D < 2 * l ^ 2) : 0 < l ^ 2 / w ^ 4 - D ^ 2 / (4 * l ^ 2) := by
  have hl : 0 < l ^ 2 := by linarith [mul_pos (pow_pos hw 2) hD]
  have h2 := pow_lt_pow_left₀ h (by positivity) two_ne_zero
  rw [sub_pos, div_lt_div_iff₀ (by positivity) (by positivity)]
  linarith
```

The square can therefore reach zero at a real q, and the global minimisers are exactly the points where it does: two points, placed symmetrically about the origin. In the forward direction, the proof compares a given minimiser with the positive one of these points; the converse uses that a square is non-negative.

```lean
/-- For `w, D > 0` and `2l² > w²D`, the global minima of the lower curve are exactly the points
with `q² = l²/w⁴ - D²/(4l²)`. -/
theorem global_min_iff {w l D : ℝ} (hw : 0 < w) (hD : 0 < D)
    (h : w ^ 2 * D < 2 * l ^ 2) (q : ℝ) :
    (∀ x, lowerCurve w l D q ≤ lowerCurve w l D x) ↔
      q ^ 2 = l ^ 2 / w ^ 4 - D ^ 2 / (4 * l ^ 2) := by
  have hpos := displacement_sq_pos hw hD h
  have hl : l ≠ 0 := by
    rintro rfl
    nlinarith [mul_pos (pow_pos hw 2) hD]
  have hK : 0 < w ^ 2 / (2 * l ^ 2) := by positivity
  -- the square vanishes exactly at the claimed displacement
  have key : ∀ x : ℝ, √(D ^ 2 / 4 + l ^ 2 * x ^ 2) = l ^ 2 / w ^ 2 ↔
      x ^ 2 = l ^ 2 / w ^ 4 - D ^ 2 / (4 * l ^ 2) := by
    intro x
    have e : l ^ 2 * (l ^ 2 / w ^ 4 - D ^ 2 / (4 * l ^ 2)) =
        (l ^ 2 / w ^ 2) ^ 2 - D ^ 2 / 4 := by
      field_simp
    constructor
    · intro hx
      have hs := Real.sq_sqrt (show 0 ≤ D ^ 2 / 4 + l ^ 2 * x ^ 2 by positivity)
      rw [hx] at hs
      exact mul_left_cancel₀ (pow_ne_zero 2 hl) (by linarith)
    · intro hx
      rw [hx, e, add_sub_cancel]
      exact Real.sqrt_sq (by positivity)
  constructor
  · intro hq
    have h0 := (key _).2 (Real.sq_sqrt hpos.le)
    have hx := hq (√(l ^ 2 / w ^ 4 - D ^ 2 / (4 * l ^ 2)))
    rw [lowerCurve_eq_square hw.ne' hl D q, lowerCurve_eq_square hw.ne' hl D (√_), h0] at hx
    refine (key q).1 (sub_eq_zero.1 ?_)
    by_contra hne
    have := mul_pos hK ((sq_nonneg _).lt_of_ne' (pow_ne_zero 2 hne))
    linarith
  · intro hq x
    rw [lowerCurve_eq_square hw.ne' hl D q, lowerCurve_eq_square hw.ne' hl D x, (key q).2 hq]
    have := mul_nonneg hK.le (sq_nonneg (√(D ^ 2 / 4 + l ^ 2 * x ^ 2) - l ^ 2 / w ^ 2))
    linarith
```

## When the minima leave the symmetric geometry

Let w, D > 0, and suppose V has a local minimum at some q ≠ 0. Then V′(q) = 0, and dividing by q gives

w²s = l².

Since s > 0, l is nonzero; hence l²q² > 0 and s > D/2. Therefore

l² = w²s > w²D/2.

Conversely, if w²D < 2l², the positive root of the displacement formula is a global minimiser, hence a local one.

```lean
/-- For `w, D > 0` the lower adiabatic curve has a local minimum away from `q = 0` if and only
if `2l² > w²D`. -/
theorem exists_min_off_zero_iff {w D : ℝ} (hw : 0 < w) (hD : 0 < D) (l : ℝ) :
    (∃ q : ℝ, q ≠ 0 ∧ IsLocalMin (lowerCurve w l D) q) ↔ w ^ 2 * D < 2 * l ^ 2 := by
  constructor
  · rintro ⟨q, hq, hmin⟩
    have h0 := hmin.hasDerivAt_eq_zero (lowerCurve_hasDerivAt w l hD q)
    have hR : 0 < D ^ 2 / 4 + l ^ 2 * q ^ 2 := by positivity
    have hs := Real.sqrt_pos.2 hR
    have hss := Real.sq_sqrt hR.le
    generalize √(D ^ 2 / 4 + l ^ 2 * q ^ 2) = s at h0 hs hss
    -- stationarity away from the origin fixes the adiabatic gap
    have e : l ^ 2 * q / s * s = l ^ 2 * q := div_mul_cancel₀ _ hs.ne'
    have h1 : w ^ 2 * s = l ^ 2 := mul_left_cancel₀ hq (by linear_combination s * h0 + e)
    have hl : 0 < l ^ 2 := by
      rw [← h1]
      positivity
    have hlq : 0 < l ^ 2 * q ^ 2 := by positivity
    have hgap : D / 2 < s := lt_of_pow_lt_pow_left₀ 2 hs.le (by linarith)
    have := mul_pos (pow_pos hw 2) (sub_pos.2 hgap)
    linarith
  · intro h
    have hpos := displacement_sq_pos hw hD h
    exact ⟨_, (Real.sqrt_pos.2 hpos).ne', Filter.Eventually.of_forall
      ((global_min_iff hw hD h _).2 (Real.sq_sqrt hpos.le))⟩

end

end VibronicHoleLocalization
```

For a core-ionised system reduced to two states and one linearly coupled mode, this criterion tells when the lower potential curve favours a distorted geometry. It concerns the potential alone: a double well does not by itself make the vibronic eigenstates localised, since the nuclei may tunnel between the wells.

```lean
#print axioms VibronicHoleLocalization.hadamard_mul_self
-- 'VibronicHoleLocalization.hadamard_mul_self' depends on axioms: [propext, Classical.choice, Quot.sound]
#print axioms VibronicHoleLocalization.vibronic_rotated
-- 'VibronicHoleLocalization.vibronic_rotated' depends on axioms: [propext, Classical.choice, Quot.sound]
#print axioms VibronicHoleLocalization.lowerCurve_isLeast
-- 'VibronicHoleLocalization.lowerCurve_isLeast' depends on axioms: [propext, Classical.choice, Quot.sound]
#print axioms VibronicHoleLocalization.exists_min_off_zero_iff
-- 'VibronicHoleLocalization.exists_min_off_zero_iff' depends on axioms: [propext, Classical.choice, Quot.sound]
```
